# Frozen-core error of a quadratic energy with positive definite Hessian

In one form of the frozen-core approximation, the core states are taken from a reference atom and held fixed while the valence states are optimised in the molecule or solid. In a variational calculation this restriction cannot lower the minimum energy, and it may raise it. Let the energy \(E(c,v)\) be quadratic in finitely many unconstrained real core parameters \(c\) and valence parameters \(v\), with minimiser \((c^*,v^*)\) and a positive definite Hessian made up of a core block \(A\), a coupling block \(B\) (with its transpose) and a valence block \(C\). For a core frozen at \(c^*+d\), the excess is

\[
\min_v E(c^*+d,v)-E(c^*,v^*)=\tfrac12 d^T(A-BC^{-1}B^T)d,
\]

which lies between \(0\) and \(\tfrac12 d^TAd\).

## The energy and its Hessian

```lean
import Mathlib

open Matrix

namespace FrozenCore

noncomputable section
```

Mathlib supplies the linear algebra. In its notation `⬝ᵥ` is the dot product and `*ᵥ` applies a matrix to a vector.

```lean
/-- Coefficients of a quadratic energy in core parameters `m` and valence parameters `n`:
a constant, two linear terms, and the core, coupling and valence blocks of the Hessian. -/
structure QuadraticModel (m n : Type*) where
  e0 : ℝ
  g : m → ℝ
  h : n → ℝ
  A : Matrix m m ℝ
  B : Matrix m n ℝ
  C : Matrix n n ℝ
```

The types `m` and `n` label the core and valence parameters, and `m → ℝ` is a real vector with one component per label. The fields are a constant \(e_0\), linear coefficients \(g,h\) and the three blocks.

```lean
variable {m n : Type*} [Fintype m] [Fintype n] [DecidableEq n]

/-- The matrix assembled from the core, coupling and valence blocks. It is the full Hessian of the
energy when `A` and `C` are symmetric. -/
def QuadraticModel.hessian (M : QuadraticModel m n) : Matrix (m ⊕ n) (m ⊕ n) ℝ :=
  Matrix.fromBlocks M.A M.B M.Bᵀ M.C
```

Both label sets are finite. The full Hessian is

\[
H=\begin{pmatrix}A&B\\B^T&C\end{pmatrix}.
\]

```lean
/-- The quadratic form of the Hessian for a core displacement `x` and a valence
displacement `y`. -/
def QuadraticModel.curvature (M : QuadraticModel m n) (x : m → ℝ) (y : n → ℝ) : ℝ :=
  x ⬝ᵥ M.A *ᵥ x + 2 * (x ⬝ᵥ M.B *ᵥ y) + y ⬝ᵥ M.C *ᵥ y
```

This is \(Q(x,y)=x^TAx+2x^TBy+y^TCy\). The factor 2 accounts for both coupling blocks.

```lean
/-- The energy at core parameters `c` and valence parameters `v`. -/
def QuadraticModel.energy (M : QuadraticModel m n) (c : m → ℝ) (v : n → ℝ) : ℝ :=
  M.e0 + M.g ⬝ᵥ c + M.h ⬝ᵥ v + M.curvature c v / 2
```

The energy is \(E(c,v)=e_0+g^Tc+h^Tv+\tfrac12Q(c,v)\). Anharmonic terms and orthonormality constraints on orbitals are absent from the model.

```lean
/-- For symmetric `A` and `C`, the first-order energy change at `(c, v)` along the displacement `(x,
y)`. -/
def QuadraticModel.slope (M : QuadraticModel m n) (c : m → ℝ) (v : n → ℝ)
    (x : m → ℝ) (y : n → ℝ) : ℝ :=
  M.g ⬝ᵥ x + M.h ⬝ᵥ y + x ⬝ᵥ M.A *ᵥ c + x ⬝ᵥ M.B *ᵥ v + c ⬝ᵥ M.B *ᵥ y + y ⬝ᵥ M.C *ᵥ v
```

Write \(L\) for this first-order change along \((x,y)\):

\[
L=g^Tx+h^Ty+x^TAc+x^TBv+c^TBy+y^TCv.
\]

```lean
/-- The pair `(c, v)` minimises the energy over all core and valence parameters. -/
def QuadraticModel.IsMinimiser (M : QuadraticModel m n) (c : m → ℝ) (v : n → ℝ) : Prop :=
  ∀ c' v', M.energy c v ≤ M.energy c' v'
```

A minimiser is global: no pair \((c',v')\) has lower energy. Stationarity will be derived from this.

```lean
/-- The matrix `A - B C⁻¹ Bᵀ`. When the full Hessian is positive definite, it is the core Hessian
after valence relaxation. -/
def QuadraticModel.relaxedHessian (M : QuadraticModel m n) : Matrix m m ℝ :=
  M.A - M.B * M.C⁻¹ * M.Bᵀ
```

Call this matrix \(S=A-BC^{-1}B^T\), the Schur complement of \(C\). It is the core stiffness felt when the valence may follow.

```lean
/-- The vector `-C⁻¹ Bᵀ d`. When the full Hessian is positive definite, it is the valence response
to a core displacement `d`. -/
def QuadraticModel.response (M : QuadraticModel m n) (d : m → ℝ) : n → ℝ :=
  -(M.C⁻¹ *ᵥ (M.Bᵀ *ᵥ d))
```

The valence response is \(r=-C^{-1}B^Td\).

## Expansion about the minimum

```lean
/-- A bilinear coupling can be read from either side by transposing its matrix. -/
theorem dot_transpose {k l : Type*} [Fintype k] [Fintype l] (K : Matrix k l ℝ)
    (x : k → ℝ) (y : l → ℝ) : x ⬝ᵥ K *ᵥ y = y ⬝ᵥ Kᵀ *ᵥ x := by
  rw [Matrix.dotProduct_mulVec, ← Matrix.mulVec_transpose, dotProduct_comm]
```

A number equals its own transpose, so \(x^TKy=y^TK^Tx\).

```lean
omit [DecidableEq n] in
/-- For a positive definite Hessian the curvature is nonnegative, and it vanishes only for
zero displacement. -/
theorem curvature_pos {M : QuadraticModel m n} (hM : M.hessian.PosDef)
    (x : m → ℝ) (y : n → ℝ) :
    0 ≤ M.curvature x y ∧ (M.curvature x y = 0 → x = 0 ∧ y = 0) := by
  by_cases h : x = 0 ∧ y = 0
  · obtain ⟨rfl, rfl⟩ := h
    simp [QuadraticModel.curvature]
  · have hne : Sum.elim x y ≠ 0 := fun h0 =>
      h ⟨funext fun i => congrFun h0 (Sum.inl i), funext fun i => congrFun h0 (Sum.inr i)⟩
    have key : 0 < star (Sum.elim x y) ⬝ᵥ (M.hessian *ᵥ Sum.elim x y) :=
      hM.dotProduct_mulVec_pos hne
    have split : ∀ (a p : m → ℝ) (b q : n → ℝ),
        Sum.elim a b ⬝ᵥ Sum.elim p q = a ⬝ᵥ p + b ⬝ᵥ q := by
      intro a p b q
      simp [dotProduct]
    rw [star_trivial, QuadraticModel.hessian, Matrix.fromBlocks_mulVec, split] at key
    simp only [Sum.elim_comp_inl, Sum.elim_comp_inr, dotProduct_add] at key
    have pos : 0 < M.curvature x y := by
      have := dot_transpose M.B x y
      unfold QuadraticModel.curvature
      linarith
    exact ⟨pos.le, fun h0 => absurd h0 pos.ne'⟩
```

The hypothesis `hM` says that \(H\) is symmetric and \(z^THz>0\) for every \(z\neq0\). Physically, the energy rises from its minimum along every nonzero joint core–valence displacement, so redundant parameters are excluded. Stacking \(z=(x,y)\) gives

\[
z^THz=x^TAx+x^TBy+y^TB^Tx+y^TCy=Q(x,y).
\]

Hence \(Q\ge0\), with equality only at zero displacement. In Lean the stacked vector is `Sum.elim x y`, and `split` separates its dot products into core and valence parts.

```lean
omit [DecidableEq n] in
/-- The energy change under a displacement is the first-order change plus half the
curvature. -/
theorem energy_shift {M : QuadraticModel m n} (hM : M.hessian.PosDef)
    (c x : m → ℝ) (v y : n → ℝ) :
    M.energy (c + x) (v + y) = M.energy c v + M.slope c v x y + M.curvature x y / 2 := by
  have hA : M.Aᵀ = M.A := by
    ext i j
    simpa [QuadraticModel.hessian] using hM.isHermitian.apply (Sum.inl i) (Sum.inl j)
  have hC : M.Cᵀ = M.C := by
    ext i j
    simpa [QuadraticModel.hessian] using hM.isHermitian.apply (Sum.inr i) (Sum.inr j)
  have s1 := dot_transpose M.A c x
  have s2 := dot_transpose M.C v y
  rw [hA] at s1
  rw [hC] at s2
  simp only [QuadraticModel.energy, QuadraticModel.slope, QuadraticModel.curvature,
    Matrix.mulVec_add, dotProduct_add, add_dotProduct]
  linear_combination (1 / 2) * s1 + (1 / 2) * s2
```

Since \(A\) and \(C\) are symmetric,

\[
\begin{aligned}
Q(c+x,v+y)={}&Q(c,v)+Q(x,y)\\
&+2\,(x^TAc+x^TBv+c^TBy+y^TCv).
\end{aligned}
\]

Halving this and adding the linear terms gives \(E(c+x,v+y)=E(c,v)+L+\tfrac12Q(x,y)\). The proof reads the symmetry off `hM`, and `linear_combination` checks the algebra.

```lean
omit [DecidableEq n] in
/-- Measured from a minimiser, the energy is the minimum plus half the curvature of the
displacement. -/
theorem energy_about_minimum {M : QuadraticModel m n} (hM : M.hessian.PosDef)
    {cs : m → ℝ} {vs : n → ℝ} (hmin : M.IsMinimiser cs vs) (x : m → ℝ) (y : n → ℝ) :
    M.energy (cs + x) (vs + y) = M.energy cs vs + M.curvature x y / 2 := by
  have key : ∀ t : ℝ, 0 ≤ t * M.slope cs vs x y + t ^ 2 * M.curvature x y / 2 := by
    intro t
    have h := hmin (cs + t • x) (vs + t • y)
    have e1 : M.slope cs vs (t • x) (t • y) = t * M.slope cs vs x y := by
      simp only [QuadraticModel.slope, Matrix.mulVec_smul, dotProduct_smul,
        smul_dotProduct, smul_eq_mul]
      ring
    have e2 : M.curvature (t • x) (t • y) = t ^ 2 * M.curvature x y := by
      simp only [QuadraticModel.curvature, Matrix.mulVec_smul, dotProduct_smul,
        smul_dotProduct, smul_eq_mul]
      ring
    rw [energy_shift hM, e1, e2] at h
    linarith
  have hQ := (curvature_pos hM x y).1
  -- a nonzero slope would allow a short step that lowers the energy
  have hL : M.slope cs vs x y = 0 := by
    generalize M.slope cs vs x y = L at key ⊢
    generalize M.curvature x y = Q at key hQ
    by_contra hne
    have h := key (-L / (Q + 1))
    have hq : Q + 1 ≠ 0 := by positivity
    have e : -L / (Q + 1) * L + (-L / (Q + 1)) ^ 2 * Q / 2
        = -(L ^ 2 * (Q + 2) / (2 * (Q + 1) ^ 2)) := by
      field_simp
      ring
    have hp : 0 < L ^ 2 * (Q + 2) / (2 * (Q + 1) ^ 2) := by positivity
    linarith
  rw [energy_shift hM, hL, add_zero]
```

At a minimiser \(L\) vanishes. Moving by \(t(x,y)\) cannot lower the energy, so \(0\le tL+\tfrac12t^2Q\) for every real \(t\), which is `key`. Taking \(t=-L/(Q+1)\) turns the right-hand side into

\[
-\frac{L^2(Q+2)}{2(Q+1)^2},
\]

which is negative unless \(L=0\). Therefore \(E(c^*+x,v^*+y)=E(c^*,v^*)+\tfrac12Q(x,y)\).

## The valence response completes the square

```lean
/-- The valence response balances the force that the core displacement exerts through the
coupling block. -/
theorem mulVec_response {M : QuadraticModel m n} (hM : M.hessian.PosDef) (d : m → ℝ) :
    M.C *ᵥ M.response d = -(M.Bᵀ *ᵥ d) := by
  have hdet : IsUnit M.C.det := by
    refine isUnit_iff_ne_zero.2 fun h0 => ?_
    obtain ⟨w, hw, hCw⟩ := Matrix.exists_mulVec_eq_zero_iff.2 h0
    exact hw ((curvature_pos hM 0 w).2 (by simp [QuadraticModel.curvature, hCw])).2
  unfold QuadraticModel.response
  generalize M.Bᵀ *ᵥ d = w
  rw [Matrix.mulVec_neg, Matrix.mulVec_mulVec, Matrix.mul_nonsing_inv _ hdet,
    Matrix.one_mulVec]
```

If \(Cw=0\), then \(Q(0,w)=w^TCw=0\), so \(w=0\). Thus \(C\) is invertible (`hdet`), and \(Cr=-B^Td\): the valence restoring force balances the force exerted by the displaced core.

```lean
/-- The curvature splits into a relaxed core part and a valence part measured from the
valence response. -/
theorem curvature_split {M : QuadraticModel m n} (hM : M.hessian.PosDef)
    (d : m → ℝ) (y : n → ℝ) :
    M.curvature d y = d ⬝ᵥ M.relaxedHessian *ᵥ d
      + (y - M.response d) ⬝ᵥ M.C *ᵥ (y - M.response d) := by
  have hC : M.Cᵀ = M.C := by
    ext i j
    simpa [QuadraticModel.hessian] using hM.isHermitian.apply (Sum.inr i) (Sum.inr j)
  have hS : d ⬝ᵥ M.relaxedHessian *ᵥ d
      = d ⬝ᵥ M.A *ᵥ d + d ⬝ᵥ M.B *ᵥ M.response d := by
    simp only [QuadraticModel.relaxedHessian, QuadraticModel.response, Matrix.sub_mulVec,
      dotProduct_sub, Matrix.mulVec_neg, dotProduct_neg, Matrix.mulVec_mulVec,
      Matrix.mul_assoc]
    ring
  -- every term containing C r reduces to the coupling block
  have e : ∀ z : n → ℝ, z ⬝ᵥ M.C *ᵥ M.response d = -(d ⬝ᵥ M.B *ᵥ z) := by
    intro z
    rw [mulVec_response hM, dotProduct_neg, dot_transpose M.B d z]
  have e1 := e y
  have e2 := e (M.response d)
  have e3 := dot_transpose M.C (M.response d) y
  rw [hC] at e3
  rw [hS]
  simp only [QuadraticModel.curvature, Matrix.mulVec_sub, dotProduct_sub, sub_dotProduct]
  linarith
```

The claim is \(Q(d,y)=d^TSd+(y-r)^TC(y-r)\). By the definition of \(r\), \(d^TSd=d^TAd+d^TBr\); this is `hS`. For any \(z\), the force balance gives \(z^TCr=-d^TBz\); this is `e`. Using it for \(z=y\) and \(z=r\),

\[
\begin{aligned}
(y-r)^TC(y-r)&=y^TCy-2y^TCr+r^TCr\\
&=y^TCy+2d^TBy-d^TBr.
\end{aligned}
\]

Adding the two expressions cancels \(d^TBr\) and leaves \(Q(d,y)\).

## The energy increase and its bounds

```lean
/-- **Frozen-core error.** Freezing the core at displacement `d` from the minimiser and
minimising over the valence raises the minimum by `dᵀ(A - B C⁻¹ Bᵀ)d / 2`, which lies
between `0` and `dᵀ A d / 2`. -/
theorem frozen_core_error {M : QuadraticModel m n} (hM : M.hessian.PosDef)
    {cs : m → ℝ} {vs : n → ℝ} (hmin : M.IsMinimiser cs vs) (d : m → ℝ) :
    IsLeast (Set.range fun v => M.energy (cs + d) v)
        (M.energy cs vs + d ⬝ᵥ M.relaxedHessian *ᵥ d / 2) ∧
      0 ≤ d ⬝ᵥ M.relaxedHessian *ᵥ d / 2 ∧
      d ⬝ᵥ M.relaxedHessian *ᵥ d / 2 ≤ d ⬝ᵥ M.A *ᵥ d / 2 := by
  -- the relaxed core form is the curvature along the responding valence
  have hr : M.curvature d (M.response d) = d ⬝ᵥ M.relaxedHessian *ᵥ d := by
    rw [curvature_split hM, sub_self, zero_dotProduct, add_zero]
  have hle : ∀ y, d ⬝ᵥ M.relaxedHessian *ᵥ d ≤ M.curvature d y := by
    intro y
    have h := (curvature_pos hM 0 (y - M.response d)).1
    have h0 : M.curvature 0 (y - M.response d)
        = (y - M.response d) ⬝ᵥ M.C *ᵥ (y - M.response d) := by
      simp only [QuadraticModel.curvature, zero_dotProduct, mul_zero, zero_add]
    rw [curvature_split hM d y]
    linarith
  refine ⟨⟨⟨vs + M.response d, ?_⟩, ?_⟩, ?_, ?_⟩
  · change M.energy (cs + d) (vs + M.response d) = _
    rw [energy_about_minimum hM hmin, hr]
  · rintro _ ⟨v, rfl⟩
    change _ ≤ M.energy (cs + d) v
    have hv : v = vs + (v - vs) := by abel
    rw [hv, energy_about_minimum hM hmin]
    linarith [hle (v - vs)]
  · linarith [(curvature_pos hM d (M.response d)).1]
  · have h := hle 0
    simp only [QuadraticModel.curvature, Matrix.mulVec_zero, dotProduct_zero, mul_zero,
      add_zero] at h
    linarith
```

`Set.range` collects the energies over all \(v\) at frozen core. `IsLeast` says that the stated value is one of them and that none is lower, so the minimum is attained. The existence of \((c^*,v^*)\) enters as the hypothesis `hmin`.

Put \(v=v^*+y\). The previous results give

\[
E(c^*+d,v)=E(c^*,v^*)+\tfrac12d^TSd+\tfrac12(y-r)^TC(y-r).
\]

The last term equals \(\tfrac12Q(0,y-r)\ge0\) and vanishes at \(y=r\), which gives the minimum. For the bounds, \(d^TSd=Q(d,r)\ge0\), and comparison with the unrelaxed valence \(y=0\) gives \(d^TSd\le Q(d,0)=d^TAd\). In the proof, `hr` is the value at \(r\) and `hle` the comparison with any other \(y\); the four final bullets prove attainment, minimality and the two bounds.

```lean
/-- At frozen core displacement `d`, the minimum energy is reached at exactly one set of
valence parameters, the old ones shifted by the valence response. -/
theorem relaxed_valence_unique {M : QuadraticModel m n} (hM : M.hessian.PosDef)
    {cs : m → ℝ} {vs : n → ℝ} (hmin : M.IsMinimiser cs vs) (d : m → ℝ) (v : n → ℝ) :
    M.energy (cs + d) v = M.energy cs vs + d ⬝ᵥ M.relaxedHessian *ᵥ d / 2 ↔
      v = vs + M.response d := by
  constructor
  · intro h
    have hv : vs + (v - vs) = v := by abel
    have h1 := energy_about_minimum hM hmin d (v - vs)
    rw [hv, curvature_split hM] at h1
    have h0 : M.curvature 0 (v - vs - M.response d) = 0 := by
      simp only [QuadraticModel.curvature, zero_dotProduct, mul_zero, zero_add]
      linarith
    have h2 := ((curvature_pos hM 0 _).2 h0).2
    rw [sub_eq_zero] at h2
    rw [← h2, hv]
  · rintro rfl
    rw [energy_about_minimum hM hmin, curvature_split hM, sub_self, zero_dotProduct,
      add_zero]
```

The minimum is reached only at \(v=v^*+r\). If \(v\) has the minimum energy, then \(u=v-v^*-r\) satisfies \(u^TCu=Q(0,u)=0\), so \(u=0\). Conversely, \(u=0\) removes the valence term.

```lean
/-- The frozen-core error equals its upper bound `dᵀ A d / 2` exactly when the core
displacement exerts no force on the valence parameters. -/
theorem error_eq_unrelaxed_iff {M : QuadraticModel m n} (hM : M.hessian.PosDef)
    (d : m → ℝ) :
    d ⬝ᵥ M.relaxedHessian *ᵥ d / 2 = d ⬝ᵥ M.A *ᵥ d / 2 ↔ M.Bᵀ *ᵥ d = 0 := by
  have h : d ⬝ᵥ M.A *ᵥ d = d ⬝ᵥ M.relaxedHessian *ᵥ d
      + M.response d ⬝ᵥ M.C *ᵥ M.response d := by
    have h1 := curvature_split hM d 0
    simp only [QuadraticModel.curvature, Matrix.mulVec_zero, dotProduct_zero, mul_zero,
      add_zero, zero_sub, Matrix.mulVec_neg, dotProduct_neg, neg_dotProduct, neg_neg] at h1
    exact h1
  constructor
  · intro he
    have h0 : M.curvature 0 (M.response d) = 0 := by
      simp only [QuadraticModel.curvature, zero_dotProduct, mul_zero, zero_add]
      linarith
    have hr := mulVec_response hM d
    rw [((curvature_pos hM 0 _).2 h0).2, Matrix.mulVec_zero] at hr
    exact neg_eq_zero.1 hr.symm
  · intro hB
    have hr : M.response d = 0 := by simp [QuadraticModel.response, hB]
    rw [hr, zero_dotProduct, add_zero] at h
    rw [h]

end

end FrozenCore
```

Setting \(y=0\) in the completed square gives \(d^TAd=d^TSd+r^TCr\). The upper bound is therefore reached exactly when \(r^TCr=0\), that is, when \(r=0\). Since \(Cr=-B^Td\), this means \(B^Td=0\): the displaced core exerts no force on the valence.

```lean
#print axioms FrozenCore.frozen_core_error
-- 'FrozenCore.frozen_core_error' depends on axioms: [propext, Classical.choice, Quot.sound]
#print axioms FrozenCore.relaxed_valence_unique
-- 'FrozenCore.relaxed_valence_unique' depends on axioms: [propext, Classical.choice, Quot.sound]
#print axioms FrozenCore.error_eq_unrelaxed_iff
-- 'FrozenCore.error_eq_unrelaxed_iff' depends on axioms: [propext, Classical.choice, Quot.sound]
```

## One core and one valence parameter

Take \(E(c,v)=c^2+cv+\tfrac12v^2\), so \(A=2\), \(B=C=1\), and the minimiser is \((0,0)\) with energy 0. Freezing the core at \(d=1\) leaves

\[
E(1,v)=1+v+\tfrac12v^2=\tfrac12+\tfrac12(v+1)^2.
\]

The minimum is \(\tfrac12\), at \(v=r=-1\). This agrees with \(S=2-1=1\) and lies below the unrelaxed value \(\tfrac12d^TAd=1\).

The same energy shows what fails if the reference point is not a minimiser. Start from \((1,-1)\), where the energy is \(\tfrac12\), and displace the core by \(d=-1\). The core is now at \(0\), and the least energy over \(v\) is \(0\). The energy has fallen by \(\tfrac12\), whereas the formula would give a rise of \(\tfrac12\). The valence was already relaxed at this reference, but the core was not, and the linear term in the core displacement survives.
